# The ground-state energy of the symmetric Hubbard dimer with one electron of each spin

The theorem `ground_level` concerns two equivalent sites with hopping `t > 0` and on-site repulsion `U > 0`, holding one electron of each spin. It states that the least eigenvalue of the real 4 × 4 Hamiltonian is the energy of the determinant with both electrons in the bonding orbital, `U/2 - 2t`, plus the correction `2t - √(U² + 16t²)/2`. The proof first shows that this value is an eigenvalue, with an unnormalised eigenvector that mixes this determinant with the one having both electrons in the antibonding orbital. It then supposes that there is a lower eigenvalue `E` and aims to show that every component of its eigenvector vanishes, which is a contradiction.

The failing Lean file:

```lean
import Mathlib

open Matrix Filter Topology

namespace GroundLevel

noncomputable section

/-- The symmetric Hubbard dimer with one electron of each spin, in the site basis
(both on site 1, both on site 2, up on 1 and down on 2, up on 2 and down on 1). -/
def dimerH (t U : ℝ) : Matrix (Fin 4) (Fin 4) ℝ :=
  !![U, 0, -t, -t; 0, U, -t, -t; -t, -t, 0, 0; -t, -t, 0, 0]

/-- The Hartree-Fock determinant: both electrons in the bonding orbital. -/
def hf : Fin 4 → ℝ := ![1/2, 1/2, 1/2, 1/2]

/-- The doubly excited determinant: both electrons in the antibonding orbital. -/
def dbl : Fin 4 → ℝ := ![1/2, 1/2, -1/2, -1/2]

/-- The Hartree-Fock energy, the expectation value of the Hamiltonian in `hf`. -/
def energyHF (t U : ℝ) : ℝ := hf ⬝ᵥ dimerH t U *ᵥ hf

/-- The energy levels of the dimer with one electron of each spin. -/
def levels (t U : ℝ) : Set ℝ := {E | ∃ x : Fin 4 → ℝ, x ≠ 0 ∧ dimerH t U *ᵥ x = E • x}

/-- The closed expression `2t - √(U² + 16t²)/2`. -/
def corr (t U : ℝ) : ℝ := 2 * t - √(U ^ 2 + 16 * t ^ 2) / 2

/-- The Hamiltonian couples the Hartree-Fock determinant only to the doubly excited one,
and the doubly excited one only to the Hartree-Fock determinant. -/
theorem dimerH_closed (t U : ℝ) :
    dimerH t U *ᵥ hf = (U / 2 - 2 * t) • hf + (U / 2) • dbl ∧
    dimerH t U *ᵥ dbl = (U / 2) • hf + (U / 2 + 2 * t) • dbl := by
  constructor <;> ext i <;> fin_cases i <;>
    simp [dimerH, hf, dbl, Matrix.mulVec, dotProduct, Fin.sum_univ_four] <;> ring

/-- The two determinants have energies `U/2 - 2t` and `U/2 + 2t` and coupling `U/2`. -/
theorem matrix_elements (t U : ℝ) :
    energyHF t U = U / 2 - 2 * t ∧ hf ⬝ᵥ dimerH t U *ᵥ dbl = U / 2 ∧
    dbl ⬝ᵥ dimerH t U *ᵥ dbl = U / 2 + 2 * t := by
  refine ⟨?_, ?_, ?_⟩ <;>
    simp [energyHF, dimerH, hf, dbl, Matrix.mulVec, dotProduct, Fin.sum_univ_four] <;> ring

/-- The number `corr` solves the self-consistency condition `e (4t - e) = -U²/4`. -/
theorem corr_quadratic (t U : ℝ) :
    corr t U * (4 * t - corr t U) = -(U ^ 2 / 4) := by
  have h := Real.sq_sqrt (show 0 ≤ U ^ 2 + 16 * t ^ 2 by positivity)
  unfold corr
  linear_combination (-1 / 4) * h

/-- For `t, U > 0` the number `corr` is negative and the denominator `4t - corr` positive. -/
theorem corr_signs {t U : ℝ} (ht : 0 < t) (hU : 0 < U) :
    corr t U < 0 ∧ 0 < 4 * t - corr t U := by
  have hp : 0 < 4 * t - corr t U := by
    unfold corr
    linarith [Real.sqrt_nonneg (U ^ 2 + 16 * t ^ 2)]
  refine ⟨?_, hp⟩
  by_contra h
  have h1 := mul_nonneg (not_lt.mp h) hp.le
  rw [corr_quadratic] at h1
  have h2 : 0 < U ^ 2 := by positivity
  linarith

/-- For `t, U > 0` the lowest level of the dimer is the Hartree-Fock energy plus `corr`. -/
theorem ground_level {t U : ℝ} (ht : 0 < t) (hU : 0 < U) :
    IsLeast (levels t U) (energyHF t U + corr t U) := by
  have hq := corr_quadratic t U
  obtain ⟨-, hp⟩ := corr_signs ht hU
  rw [(matrix_elements t U).1]
  constructor
  · -- the ground state mixes the two determinants
    refine ⟨(U / 2) • hf + corr t U • dbl, ?_, ?_⟩
    · intro h
      have h0 := congrFun h 0
      have h2 := congrFun h 2
      simp [hf, dbl] at h0 h2
      linarith
    · rw [Matrix.mulVec_add, Matrix.mulVec_smul, Matrix.mulVec_smul,
        (dimerH_closed t U).1, (dimerH_closed t U).2]
      ext i
      simp only [Pi.add_apply, Pi.smul_apply, smul_eq_mul]
      linear_combination dbl i * hq
  · rintro E ⟨x, hx, hE⟩
    by_contra hlt
    have hlt := not_le.mp hlt
    have h0 : U * x 0 - t * (x 2 + x 3) = E * x 0 := by
      have := congrFun hE 0
      simp [dimerH, Matrix.mulVec, dotProduct, Fin.sum_univ_four] at this
      linarith
    have h1 : U * x 1 - t * (x 2 + x 3) = E * x 1 := by
      have := congrFun hE 1
      simp [dimerH, Matrix.mulVec, dotProduct, Fin.sum_univ_four] at this
      linarith
    have h2 : -t * (x 0 + x 1) = E * x 2 := by
      have := congrFun hE 2
      simp [dimerH, Matrix.mulVec, dotProduct, Fin.sum_univ_four] at this
      linarith
    have h3 : -t * (x 0 + x 1) = E * x 3 := by
      have := congrFun hE 3
      simp [dimerH, Matrix.mulVec, dotProduct, Fin.sum_univ_four] at this
      linarith
    -- a level below the claimed one would violate the secular equation
    obtain ⟨m, hm⟩ : ∃ m, m = U / 2 - 2 * t + corr t U := ⟨_, rfl⟩
    rw [← hm] at hlt
    have hmm : m * (U - m) = -(4 * t ^ 2) := by
      rw [hm]
      linear_combination hq
    have ht2 : 0 < t ^ 2 := by positivity
    have hm' : 0 < U - m := by linarith
    have hm0 : m < 0 := by
      by_contra h
      have := mul_nonneg (not_lt.mp h) hm'.le
      linarith
    have hE0 : E ≠ 0 := by linarith [hlt.trans hm0] |> fun h : E < 0 => h.ne
    have hUE : U - E ≠ 0 := ne_of_gt (by linarith)
    have hsec : E * (U - E) + 4 * t ^ 2 < 0 := by
      have := mul_pos (sub_pos.mpr hlt) (show 0 < U - E - m by linarith)
      nlinarith
    have h01 : x 0 = x 1 := mul_left_cancel₀ hUE (by linarith)
    have hx0 : x 0 = 0 := by
      have : (E * (U - E) + 4 * t ^ 2) * x 0 = 0 := by
        linear_combination E * h0 - t * h2 - t * h3 + 2 * t ^ 2 * h01
      exact (mul_eq_zero.mp this).resolve_left hsec.ne
    have hx1 : x 1 = 0 := h01 ▸ hx0
    rw [hx0, hx1, add_zero, mul_zero] at h2 h3
    have hx2 : x 2 = 0 := (mul_eq_zero.mp h2.symm).resolve_left hE0
    have hx3 : x 3 = 0 := (mul_eq_zero.mp h3.symm).resolve_left hE0
    apply hx
    ext i
    fin_cases i <;> simp [hx0, hx1, hx2, hx3]

end

end GroundLevel
```

The error:

```
Main.lean:109:31: error: linarith failed to find a contradiction
t U : ℝ
ht : 0 < t
hU : 0 < U
hq : corr t U * (4 * t - corr t U) = -(U ^ 2 / 4)
hp : 0 < 4 * t - corr t U
E : ℝ
x : Fin 4 → ℝ
hx : x ≠ 0
hE : dimerH t U *ᵥ x = E • x
hlt✝ : ¬U / 2 - 2 * t + corr t U ≤ E
h0 : U * x 0 - t * (x 2 + x 3) = E * x 0
h1 : U * x 1 - t * (x 2 + x 3) = E * x 1
h2 : -t * (x 0 + x 1) = E * x 2
h3 : -t * (x 0 + x 1) = E * x 3
m : ℝ
hlt : E < m
hm : m = U / 2 - 2 * t + corr t U
hmm : m * (U - m) = -(4 * t ^ 2)
ht2 : 0 < t ^ 2
a✝ : U - m ≤ 0
⊢ False
failed
```

The message says that `linarith` could not prove `hm' : 0 < U - m`, where `m` is the claimed lowest level. By `hm`, `U - m` equals `U/2 + 2t - corr t U`, so it is enough to know that `corr t U` is negative. The proof had discarded that half of `corr_signs` and kept `hp`, which says only that `corr t U < 4 * t`. This bound leaves `U - m` greater than `U/2 - 2t`, which need not be positive. The sign of `corr t U` does follow from `hq` and `hp` together, but only by reasoning about a product, and `linarith` treats the product in `hq` as an opaque term.

The repair keeps the other half, `hc : corr t U < 0`, and with `ht` and `hU` the goal is then linear. The new forms of `hE0` and `hUE` are mere tidying: they derive the same two facts more directly, and the message does not concern them.

After these edits no error is left:

```diff
@@ -66,5 +66,5 @@
     IsLeast (levels t U) (energyHF t U + corr t U) := by
   have hq := corr_quadratic t U
-  obtain ⟨-, hp⟩ := corr_signs ht hU
+  have hc := (corr_signs ht hU).1
   rw [(matrix_elements t U).1]
   constructor
@@ -112,6 +112,6 @@
       have := mul_nonneg (not_lt.mp h) hm'.le
       linarith
-    have hE0 : E ≠ 0 := by linarith [hlt.trans hm0] |> fun h : E < 0 => h.ne
-    have hUE : U - E ≠ 0 := ne_of_gt (by linarith)
+    have hE0 : E ≠ 0 := (hlt.trans hm0).ne
+    have hUE : U - E ≠ 0 := (show 0 < U - E by linarith).ne'
     have hsec : E * (U - E) + 4 * t ^ 2 < 0 := by
       have := mul_pos (sub_pos.mpr hlt) (show 0 < U - E - m by linarith)
```
